# For a uniaxial stretch, the elastic constant is independent of the strain measure exactly when the residual stress vanishes

## Two curvatures from one set of energies

A crystal sits in a cell that was relaxed with a small plane-wave basis, and I now stretch it along one axis in a PAW calculation with a larger basis. The lateral cell vectors stay fixed. At the starting cell the code reports a normal stress of −2 GPa along that axis, so the cell is slightly compressed.

I plot the energy per reference volume against engineering strain, take the curvature at zero strain and get 100 GPa. A colleague takes the same energies, plots them against logarithmic strain and gets 98 GPa. Both fits are good, and shrinking the strain range doesn't bring the numbers together. I thought that all strain measures agree for small strains. Is one of us wrong, and which number is the elastic constant?

## The gap of 2 GPa is the residual stress

Neither of you is wrong. The strain measures agree to first order, but a curvature is a second-order quantity. If the energy has a nonzero slope at the starting cell, the second-order difference between two measures multiplies that slope and ends up in the curvature. For an energy that is twice continuously differentiable near the starting cell, this ambiguity is absent exactly when the slope, which is the residual stress, is zero.

### The chain rule at second order

Let $\lambda$ be the stretch, that is, the current length along the axis divided by the starting length, and let $E(\lambda)$ be the energy per reference volume. Then $E'(1)$ is the normal stress at the starting cell, positive in tension; in your case $E'(1) = -2$ GPa.

A strain measure labels the stretches by a parameter $t$, so it amounts to a function $\lambda = g(t)$. It should give stretch one at zero strain, and it should agree with the relative elongation to first order:

$$g(0) = 1, \qquad g'(0) = 1.$$

The elastic constant read off along $g$ is the second derivative of $E(g(t))$ at $t=0$. Differentiating once gives

$$\frac{d}{dt}E(g(t)) = E'(g(t))\,g'(t),$$

which at $t=0$ is $E'(1)$ for every $g$, so the stress itself does not depend on the measure. Differentiating again with the product rule gives

$$\frac{d^2}{dt^2}E(g(t)) = E''(g(t))\,g'(t)^2 + E'(g(t))\,g''(t),$$

and at $t=0$

$$C_g = E''(1) + g''(0)\,E'(1).$$

If $E'(1)=0$, every measure gives $E''(1)$. For the converse, take the stretches

$$g_c(t) = 1 + t + \tfrac{c}{2}t^2,$$

where $c$ is any real number. They satisfy both conditions and have $g_c''(0)=c$. The constants for $c=1$ and $c=0$ differ by exactly $E'(1)$, so if all measures agree, then $E'(1)=0$.

The same family shows how far the ambiguity reaches. If $E'(1)\neq 0$ and $C$ is any real number, the choice

$$c = \frac{C - E''(1)}{E'(1)}$$

gives $C_{g_c} = C$. Under residual stress, even the sign of the constant has no meaning until the strain measure is fixed.

### Engineering, logarithmic and Green–Lagrange strain

As far as the elastic constant is concerned, three common measures differ only through the curvature $g''(0)$.

- **Engineering strain**, $t = \lambda - 1$, gives $g(t) = 1+t$ and $g''(0)=0$. The constant is $E''(1)$.
- **Logarithmic strain**, $t = \ln\lambda$, gives $g(t) = e^t$ and $g''(0)=1$. The constant is $E''(1)+E'(1)$.
- **Green–Lagrange strain**, $t = (\lambda^2-1)/2$, gives $g(t)=\sqrt{1+2t}$. Here $g' = 1/g$, hence $g'' = -g'/g^2$ and $g''(0)=-1$. The constant is $E''(1)-E'(1)$.

With $E''(1)=100$ GPa and $E'(1)=-2$ GPa these are 100, 98 and 102 GPa. A smaller strain range does not help, because the term $\tfrac12 E'(1)t^2$ that the logarithmic measure adds is quadratic in $t$, just like the term $\tfrac12 E''(1)t^2$ that it is added to.

For elastic constants taken from total energies along a single stretch, the practical consequence is to start from a cell at which the fitted energy curve itself has negligible slope, or else to report the strain measure and the residual stress together with the constant.

### The same statements in Lean

The following file states and proves these results.

```lean
import Mathlib

open Filter Topology

namespace ResidualStressElasticity

noncomputable section

/-- A strain parametrization: a stretch `g t`, twice continuously differentiable near `t = 0`,
that starts at the reference stretch one with unit rate. -/
def IsStrainPath (g : ℝ → ℝ) : Prop :=
  ContDiffAt ℝ 2 g 0 ∧ g 0 = 1 ∧ deriv g 0 = 1

/-- The elastic constant read off from the energy `E` along the parametrization `g`:
the second derivative of `E (g t)` with respect to the strain parameter at `t = 0`. -/
def elasticConstant (E g : ℝ → ℝ) : ℝ :=
  deriv (deriv (fun t => E (g t))) 0

/-- The stretch `1 + t + c t² / 2`, with adjustable curvature `c`. -/
def quadraticPath (c : ℝ) : ℝ → ℝ := fun t => 1 + t + c / 2 * t ^ 2

/-- The stretch `√(1 + 2t)` belonging to the Green-Lagrange strain `t`, for `t ≥ -1/2`. -/
def greenPath : ℝ → ℝ := fun t => √(1 + 2 * t)

/-- A function that is twice continuously differentiable at a point is differentiable nearby,
and its first derivative is differentiable at the point. -/
theorem regularity_of_contDiffAt {f : ℝ → ℝ} {x : ℝ} (h : ContDiffAt ℝ 2 f x) :
    (∀ᶠ y in 𝓝 x, DifferentiableAt ℝ f y) ∧ DifferentiableAt ℝ (deriv f) x := by
  constructor
  · filter_upwards [h.eventually (by simp)] with y hy
    exact hy.differentiableAt (by norm_num)
  · have h1 : ContDiffAt ℝ 1 (fderiv ℝ f) x := h.fderiv_right (by norm_num)
    have h2 : DifferentiableAt ℝ (fderiv ℝ f) x := h1.differentiableAt (by norm_num)
    have e : deriv f = fun y => fderiv ℝ f y 1 := funext fun y => by simp
    rw [e]
    exact h2.clm_apply (differentiableAt_const (1 : ℝ))

/-- For an energy twice continuously differentiable at stretch one, the elastic constant along
a strain parametrization `g` is `E''(1) + g''(0) E'(1)`. -/
theorem elasticConstant_eq {E g : ℝ → ℝ} (hE : ContDiffAt ℝ 2 E 1) (hg : IsStrainPath g) :
    elasticConstant E g = deriv (deriv E) 1 + deriv (deriv g) 0 * deriv E 1 := by
  obtain ⟨hc, h0, h1⟩ := hg
  have hE' : ContDiffAt ℝ 2 E (g 0) := by rw [h0]; exact hE
  obtain ⟨eE, dE⟩ := regularity_of_contDiffAt hE'
  obtain ⟨eg, dg⟩ := regularity_of_contDiffAt hc
  -- the chain rule holds in a whole neighbourhood of zero strain
  have he : deriv (fun t => E (g t)) =ᶠ[𝓝 0] fun t => deriv E (g t) * deriv g t := by
    filter_upwards [hc.continuousAt.tendsto.eventually eE, eg] with t a b
    exact (a.hasDerivAt.comp t b.hasDerivAt).deriv
  have hg0 : HasDerivAt g (deriv g 0) 0 := eg.self_of_nhds.hasDerivAt
  -- differentiate the stress along the path once more
  have h2 : HasDerivAt (fun t => deriv E (g t) * deriv g t)
      (deriv (deriv E) (g 0) * deriv g 0 * deriv g 0 + deriv E (g 0) * deriv (deriv g) 0) 0 :=
    (dE.hasDerivAt.comp (0 : ℝ) hg0).mul dg.hasDerivAt
  unfold elasticConstant
  rw [he.deriv_eq, h2.deriv, h0, h1]
  ring

/-- The quadratic stretch is a strain parametrization, and its second derivative at zero
strain is `c`. -/
theorem quadraticPath_spec (c : ℝ) :
    IsStrainPath (quadraticPath c) ∧ deriv (deriv (quadraticPath c)) 0 = c := by
  have e : quadraticPath c = fun t => 1 + t + c / 2 * (t * t) := by
    funext t
    simp only [quadraticPath]
    ring
  have hd : deriv (quadraticPath c) = fun t => 1 + c * t := by
    funext t
    have h : HasDerivAt (fun t : ℝ => 1 + t + c / 2 * (t * t))
        (1 + c / 2 * (1 * t + t * 1)) t :=
      ((hasDerivAt_id' t).const_add 1).add
        (((hasDerivAt_id' t).mul (hasDerivAt_id' t)).const_mul (c / 2))
    rw [e, h.deriv]
    ring
  refine ⟨⟨?_, by simp [quadraticPath], by rw [hd]; simp⟩, ?_⟩
  · unfold quadraticPath
    fun_prop
  · have h : HasDerivAt (fun t : ℝ => 1 + c * t) (c * 1) 0 :=
      ((hasDerivAt_id' (0 : ℝ)).const_mul c).const_add 1
    rw [hd, h.deriv, mul_one]

/-- The Green-Lagrange stretch is a strain parametrization, and its second derivative at zero
strain is `-1`. -/
theorem greenPath_spec : IsStrainPath greenPath ∧ deriv (deriv greenPath) 0 = -1 := by
  have h : ∀ t : ℝ, -1 / 2 < t → HasDerivAt greenPath (greenPath t)⁻¹ t := by
    intro t ht
    have hp : 0 < 1 + 2 * t := by linarith
    have h1 : HasDerivAt (fun s : ℝ => 1 + 2 * s) (2 * 1) t :=
      ((hasDerivAt_id' t).const_mul 2).const_add 1
    refine (h1.sqrt hp.ne').congr_deriv ?_
    have hs : √(1 + 2 * t) ≠ 0 := (Real.sqrt_pos.2 hp).ne'
    simp only [greenPath]
    field_simp
  have h0 : greenPath 0 = 1 := by simp [greenPath]
  have h1 : HasDerivAt greenPath 1 0 := (h 0 (by norm_num)).congr_deriv (by simp [h0])
  have he : deriv greenPath =ᶠ[𝓝 0] fun t => (greenPath t)⁻¹ := by
    filter_upwards [Ioi_mem_nhds (show (-1 / 2 : ℝ) < 0 by norm_num)] with t ht
    exact (h t ht).deriv
  have h2 : HasDerivAt (fun t => (greenPath t)⁻¹) (-1 / greenPath 0 ^ 2) 0 :=
    h1.inv (by rw [h0]; norm_num)
  have hc : ContDiffAt ℝ 2 (fun t : ℝ => 1 + 2 * t) 0 := by fun_prop
  refine ⟨⟨hc.sqrt (by norm_num), h0, h1.deriv⟩, ?_⟩
  rw [he.deriv_eq, h2.deriv, h0]
  norm_num

/-- For an energy twice continuously differentiable at stretch one, all strain parametrizations
give the same elastic constant if and only if the residual stress `E'(1)` vanishes. -/
theorem elasticConstant_independent_iff {E : ℝ → ℝ} (hE : ContDiffAt ℝ 2 E 1) :
    (∀ g h, IsStrainPath g → IsStrainPath h → elasticConstant E g = elasticConstant E h) ↔
      deriv E 1 = 0 := by
  constructor
  · intro H
    -- two paths of different curvature detect the residual stress
    have k := H _ _ (quadraticPath_spec 1).1 (quadraticPath_spec 0).1
    rw [elasticConstant_eq hE (quadraticPath_spec 1).1,
      elasticConstant_eq hE (quadraticPath_spec 0).1,
      (quadraticPath_spec 1).2, (quadraticPath_spec 0).2] at k
    linarith
  · intro H g h hg hh
    rw [elasticConstant_eq hE hg, elasticConstant_eq hE hh, H, mul_zero, mul_zero]

/-- If the energy is twice continuously differentiable at stretch one and the residual stress
is nonzero, every real number is the elastic constant along some strain parametrization. -/
theorem exists_path_of_residual_stress {E : ℝ → ℝ} (hE : ContDiffAt ℝ 2 E 1)
    (hs : deriv E 1 ≠ 0) (C : ℝ) : ∃ g, IsStrainPath g ∧ elasticConstant E g = C := by
  -- choose the curvature that makes up the difference to `E''(1)`
  have q := quadraticPath_spec ((C - deriv (deriv E) 1) / deriv E 1)
  refine ⟨_, q.1, ?_⟩
  rw [elasticConstant_eq hE q.1, q.2, div_mul_cancel₀ _ hs]
  ring

/-- For an energy twice continuously differentiable at stretch one, the elastic constant for
logarithmic strain is the one for engineering strain plus `E'(1)`, and the one for Green-Lagrange
strain is the one for engineering strain minus `E'(1)`. -/
theorem elasticConstant_conventions {E : ℝ → ℝ} (hE : ContDiffAt ℝ 2 E 1) :
    elasticConstant E Real.exp = elasticConstant E (fun t => 1 + t) + deriv E 1 ∧
      elasticConstant E greenPath = elasticConstant E (fun t => 1 + t) - deriv E 1 := by
  have e : (fun t : ℝ => 1 + t) = quadraticPath 0 := by
    funext t
    simp [quadraticPath]
  have hx : IsStrainPath Real.exp := ⟨Real.contDiff_exp.contDiffAt, Real.exp_zero, by simp⟩
  have hx2 : deriv (deriv Real.exp) 0 = 1 := by simp
  rw [e, elasticConstant_eq hE hx, elasticConstant_eq hE greenPath_spec.1,
    elasticConstant_eq hE (quadraticPath_spec 0).1, hx2, greenPath_spec.2,
    (quadraticPath_spec 0).2]
  constructor <;> ring

end

end ResidualStressElasticity
```

```lean
#print axioms ResidualStressElasticity.elasticConstant_independent_iff
-- 'ResidualStressElasticity.elasticConstant_independent_iff' depends on axioms: [propext, Classical.choice, Quot.sound]
#print axioms ResidualStressElasticity.exists_path_of_residual_stress
-- 'ResidualStressElasticity.exists_path_of_residual_stress' depends on axioms: [propext, Classical.choice, Quot.sound]
#print axioms ResidualStressElasticity.elasticConstant_conventions
-- 'ResidualStressElasticity.elasticConstant_conventions' depends on axioms: [propext, Classical.choice, Quot.sound]
```

### How the definitions map to the stretched crystal

The energy is a function `E : ℝ → ℝ` of the stretch. The hypothesis `ContDiffAt ℝ 2 E 1` says that it is twice continuously differentiable in some neighbourhood of stretch one; nothing is required of it further away. Physically, this asks for a smooth energy curve around the starting cell. The theorems apply whether the atoms are clamped or relaxed at each stretch, as long as the resulting curve is smooth in this sense; the values of the elastic constants can differ between the two cases.

`IsStrainPath g` collects the three conditions on a strain measure: `g` is twice continuously differentiable near $0$, `g 0 = 1`, and `deriv g 0 = 1`. The last condition fixes the scale. A strain counted in percent violates it, and would rescale the curvature even without residual stress. Positivity of the stretch is not listed, since continuity and `g 0 = 1` already give it near zero strain.

`elasticConstant E g` is the second derivative of the composed function `fun t => E (g t)` at $0$. The formula for $C_g$ is therefore a theorem about this derivative and not a part of its definition. Lean's `deriv` returns zero where a function has no derivative, but the regularity hypotheses ensure that the derivatives in the formula are genuine ones.

The results then read as follows.

- `elasticConstant_eq`: for every admissible `g`, the elastic constant is $E''(1)+g''(0)E'(1)$.
- `elasticConstant_independent_iff`: any two admissible measures give the same constant if and only if `deriv E 1 = 0`.
- `exists_path_of_residual_stress`: if `deriv E 1 ≠ 0`, every real number `C` is the constant along some admissible measure.
- `elasticConstant_conventions`: the logarithmic constant is the engineering constant plus $E'(1)$, and the Green–Lagrange constant is the engineering constant minus $E'(1)$.

The model has one scalar stretch. It contains no shear, no rotation and no full elastic tensor, and the energy function is given and not derived from a PAW Hamiltonian. It also does not decide which of the constants belongs in a particular wave equation or stability condition for a crystal under load; that depends on how the condition was derived.

### From a neighbourhood of zero strain to the second derivative

A second derivative at $0$ needs the first derivative in a whole neighbourhood of $0$, and the proof has to supply it. This is the task of `regularity_of_contDiffAt`: a function that is twice continuously differentiable at a point is differentiable at all nearby points, and its derivative is differentiable at the point itself. The second part is obtained from Mathlib's general derivative `fderiv`, a linear map, whose value on the number 1 is the ordinary derivative.

In `elasticConstant_eq` this lemma is applied to `E` at `g 0` and to `g` at $0$. The step `he` is the first differentiation by hand: near $t=0$, the derivative of $E(g(t))$ equals $E'(g(t))g'(t)$. Continuity of `g` ensures that $g(t)$ stays in the region where `E` is differentiable. The step `h2` is the second differentiation, with the chain rule for the factor $E'(g(t))$ and the product rule for the whole. Since two functions that agree near $0$ have the same derivative there, `he.deriv_eq` allows the one to replace the other. Inserting $g(0)=1$ and $g'(0)=1$ leaves an algebraic identity, which `ring` closes.

`quadraticPath_spec` verifies that $g_c$ is admissible and has second derivative $c$, by computing $g_c'(t) = 1+ct$ and differentiating again. `greenPath_spec` does the same for the square root. It first shows $g'=1/g$ for $t>-1/2$, where the radicand is positive, and then differentiates the reciprocal at $0$ to get $-1$.

The equivalence follows the argument above. In the forward direction, the assumption is applied to the quadratic stretches with $c=1$ and $c=0$, both constants are rewritten by the formula, and `linarith` extracts $E'(1)=0$. In the backward direction, the term with $g''(0)$ is multiplied by zero for both measures. `exists_path_of_residual_stress` inserts the value of $c$ found above, and the assumption `hs` that the residual stress is nonzero permits cancelling the denominator.

For `elasticConstant_conventions`, the engineering stretch is identified with `quadraticPath 0`, and the exponential is shown to be admissible with second derivative 1. Three uses of the formula then give your 2 GPa: the logarithmic constant minus the engineering constant is $E'(1)$, here $98-100=-2$.
